# Any real phases in quantum signal processing give polynomials of bounded degree and definite parity

In qubitisation, a Hamiltonian $H$ is divided by a scale $\lambda\ge\|H\|$ and embedded as a block of a larger unitary, here taken to be its own inverse. The walk operator is that unitary followed by the reflection about the subspace that carries the block. Each eigenvector of $H$ whose eigenvalue $E$ satisfies $|E|<\lambda$ then gives a two-dimensional space that the walk operator leaves invariant, and on which it acts, up to phase and basis conventions, as a matrix depending only on $x=E/\lambda$. If phase rotations are inserted between repeated uses of that matrix, which functions of $x$ can appear in the amplitudes?

Write $s=\sqrt{1-x^2}$, let $Z$ be the Pauli matrix, and set

$$W(x)=\begin{pmatrix}x&is\\ is&x\end{pmatrix}.$$

For any real phases $\varphi_0,\dots,\varphi_d$ there are complex polynomials $p,q$, independent of $x$, such that for all $x\in[-1,1]$ the product

$$e^{i\varphi_0Z}\,W\,e^{i\varphi_1Z}\,W\cdots W\,e^{i\varphi_dZ}$$

has first row $(p(x),\,is\,q(x))$. They satisfy $\deg p\le d$ and $\deg q<d$, $p$ has the parity of $d$ and $q$ the opposite one, and

$$|p(x)|^2+(1-x^2)|q(x)|^2=1 .$$

With all phases zero, $p=T_d$ and $q=U_{d-1}$, the Chebyshev polynomials of the first and second kind.

## Degree, parity and size as constraints on a simulation code

A code that applies a function of an electronic Hamiltonian through this sequence is limited, in each ideal two-dimensional block, to upper-left amplitudes of degree at most the number of signal calls, with definite parity and modulus at most one. One such amplitude cannot equal, on all of $[-1,1]$, a target of mixed parity or one whose modulus exceeds one somewhere on that interval. Splitting the first into even and odd parts and rescaling the second remove these two obstructions, but others can remain: at $x=\pm1$, for example, the normalisation forces $|p|=1$. The average of the upper-left entries for the phases $\varphi_j$ and for the phases $-\varphi_j$ is $\mathrm{Re}\,p$, which need not have modulus one there. The zero-phase case gives a check on a $2\times2$ implementation: the upper-left entry must equal $T_d(x)$.

The implication runs from phases to polynomials. A code that starts from a target polynomial has to solve the inverse problem, and apart from the zero phases that give $T_d$, the theorems below supply neither the existence of suitable phases nor a method for finding them.

## One more signal call as a polynomial recursion

For $d=0$ the product is $e^{i\varphi_0Z}$, so $p=e^{i\varphi_0}$ and $q=0$.

Suppose that the first row after $d$ signal calls is $(p,\,is\,q)$. Multiplying by $W$ on the right gives

$$(xp+(is)^2q,\ is\,p+is\,xq)=(xp-(1-x^2)q,\ is\,(p+xq)).$$

The next rotation, with $\theta=\varphi_{d+1}$, is $\mathrm{diag}(e^{i\theta},e^{-i\theta})$. Hence

$$p'=e^{i\theta}\bigl(xp-(1-x^2)q\bigr),\qquad q'=e^{-i\theta}(p+xq).$$

Since $\deg p\le d$ and $\deg q<d$, we get $\deg p'\le d+1$ and $\deg q'<d+1$. Each term of $p'$ has the parity opposite to that of $p$, and likewise for $q'$ and $q$. The phases drop out of the moduli, and

$$\begin{aligned}
|xp-s^2q|^2+s^2|p+xq|^2
&=(x^2+s^2)|p|^2+s^2(s^2+x^2)|q|^2\\
&\quad-2xs^2\,\mathrm{Re}(p\bar q)+2xs^2\,\mathrm{Re}(p\bar q)\\
&=|p|^2+s^2|q|^2 .
\end{aligned}$$

Induction on $d$ gives all the properties. At zero phases the recursion reads $T_{d+1}=xT_d-(1-x^2)U_{d-1}$ and $U_d=T_d+xU_{d-1}$, which are the mixed Chebyshev recurrences, started from $T_0=1$ and $U_{-1}=0$.

## Two signal calls with phases $(0,\pi/4,0)$

Starting from $(1,0)$, the first step gives $p=e^{i\pi/4}x$ and $q=e^{-i\pi/4}$. The second gives

$$p=\frac{2x^2-1+i}{\sqrt2},\qquad q=\sqrt2\,x .$$

At $x=0.6$ we have $|p|^2=(0.0784+1)/2=0.5392$ and $(1-x^2)|q|^2=0.64\cdot0.72=0.4608$, which add up to $1$.

## The Lean file

```lean
import Mathlib

open Polynomial

namespace QuantumSignalProcessing

noncomputable section

/-- The phase factor `exp(iφ)`. -/
def phase (φ : ℝ) : ℂ := Complex.exp (φ * Complex.I)

/-- The rotation `exp(iφZ)` generated by the Pauli matrix `Z`. -/
def zRotation (φ : ℝ) : Matrix (Fin 2) (Fin 2) ℂ :=
  NormedSpace.exp ((φ * Complex.I) • !![(1 : ℂ), 0; 0, -1])

/-- The signal operator `W(x)`, with `x` on the diagonal and `i √(1-x²)` off it,
for `x` in `[-1,1]`. -/
def signal (x : ℝ) : Matrix (Fin 2) (Fin 2) ℂ :=
  !![(x : ℂ), Complex.I * √(1 - x ^ 2); Complex.I * √(1 - x ^ 2), (x : ℂ)]

/-- The sequence `exp(iφ₀Z) W exp(iφ₁Z) ⋯ W exp(iφ_dZ)` with `d` signal operators. -/
def sequence : (d : ℕ) → (Fin (d + 1) → ℝ) → ℝ → Matrix (Fin 2) (Fin 2) ℂ
  | 0, φ, _ => zRotation (φ 0)
  | d + 1, φ, x =>
    sequence d (fun i => φ i.castSucc) x * signal x * zRotation (φ (Fin.last (d + 1)))

/-- On `[-1,1]` the first row of the sequence is `(p(x), i √(1-x²) q(x))`. -/
def Encodes {d : ℕ} (φ : Fin (d + 1) → ℝ) (p q : ℂ[X]) : Prop :=
  ∀ x ∈ Set.Icc (-1 : ℝ) 1, sequence d φ x 0 0 = p.eval (x : ℂ) ∧
    sequence d φ x 0 1 = Complex.I * √(1 - x ^ 2) * q.eval (x : ℂ)

/-- The pair has `deg p ≤ d` and `deg q < d`, `p` has the parity of `d` and `q` the
opposite one, and `|p|² + (1-x²)|q|² = 1` on `[-1,1]`. -/
structure Admissible (d : ℕ) (p q : ℂ[X]) : Prop where
  deg_p : p.natDegree ≤ d
  deg_q : q.degree < d
  parity_p : ∀ z, p.eval (-z) = (-1) ^ d * p.eval z
  parity_q : ∀ z, q.eval (-z) = (-1) ^ (d + 1) * q.eval z
  normalised : ∀ x ∈ Set.Icc (-1 : ℝ) 1,
    ‖p.eval (x : ℂ)‖ ^ 2 + (1 - x ^ 2) * ‖q.eval (x : ℂ)‖ ^ 2 = 1

/-- A phase factor has modulus one. -/
theorem norm_phase (φ : ℝ) : ‖phase φ‖ = 1 := Complex.norm_exp_ofReal_mul_I φ

/-- The rotation `exp(iφZ)` is diagonal with entries `exp(iφ)` and `exp(-iφ)`. -/
theorem zRotation_eq (φ : ℝ) : zRotation φ = !![phase φ, 0; 0, phase (-φ)] := by
  have h : (φ * Complex.I) • !![(1 : ℂ), 0; 0, -1] =
      Matrix.diagonal ![φ * Complex.I, -(φ * Complex.I)] := by
    ext i j; fin_cases i <;> fin_cases j <;> simp
  rw [zRotation, h, Matrix.exp_diagonal]
  ext i j
  fin_cases i <;> fin_cases j <;> simp [phase, Complex.exp_eq_exp_ℂ]

/-- One more signal operator and rotation act on the encoded polynomials by a
linear recursion. -/
theorem Encodes.step {d : ℕ} {φ : Fin (d + 2) → ℝ} {p q : ℂ[X]}
    (h : Encodes (fun i => φ i.castSucc) p q) :
    Encodes φ (C (phase (φ (Fin.last (d + 1)))) * (X * p - (1 - X ^ 2) * q))
      (C (phase (-φ (Fin.last (d + 1)))) * (p + X * q)) := by
  intro x hx
  obtain ⟨h0, h1⟩ := h x hx
  have hs : ((√(1 - x ^ 2) : ℝ) : ℂ) ^ 2 = 1 - (x : ℂ) ^ 2 := by
    have : 0 ≤ 1 - x ^ 2 := by nlinarith [hx.1, hx.2]
    rw [← Complex.ofReal_pow, Real.sq_sqrt this]
    simp
  -- the first row of the longer product in terms of the first row of the shorter one
  have e0 : ∀ (M : Matrix (Fin 2) (Fin 2) ℂ) (t : ℝ), (M * signal x * zRotation t) 0 0 =
      (M 0 0 * x + M 0 1 * (Complex.I * √(1 - x ^ 2))) * phase t := by
    intro M t; simp [zRotation_eq, signal, Matrix.mul_apply, Fin.sum_univ_two]
  have e1 : ∀ (M : Matrix (Fin 2) (Fin 2) ℂ) (t : ℝ), (M * signal x * zRotation t) 0 1 =
      (M 0 0 * (Complex.I * √(1 - x ^ 2)) + M 0 1 * x) * phase (-t) := by
    intro M t; simp [zRotation_eq, signal, Matrix.mul_apply, Fin.sum_univ_two]
  constructor
  · rw [sequence, e0, h0, h1]
    simp only [eval_mul, eval_C, eval_sub, eval_X, eval_pow, eval_one]
    linear_combination phase (φ (Fin.last (d + 1))) * q.eval (x : ℂ) *
      ((√(1 - x ^ 2) : ℝ) : ℂ) ^ 2 * Complex.I_sq -
      phase (φ (Fin.last (d + 1))) * q.eval (x : ℂ) * hs
  · rw [sequence, e1, h0, h1]
    simp only [eval_mul, eval_C, eval_add, eval_X]
    ring

/-- The recursion conserves the weighted norm `|P|² + (1-x²)|Q|²`. -/
theorem norm_step (x : ℝ) (P Q : ℂ) :
    ‖x * P - (1 - (x : ℂ) ^ 2) * Q‖ ^ 2 + (1 - x ^ 2) * ‖P + x * Q‖ ^ 2 =
      ‖P‖ ^ 2 + (1 - x ^ 2) * ‖Q‖ ^ 2 := by
  simp only [← Complex.normSq_eq_norm_sq]
  simp only [Complex.normSq_apply, pow_two, Complex.sub_re,
    Complex.sub_im, Complex.add_re, Complex.add_im, Complex.mul_re, Complex.mul_im,
    Complex.ofReal_re, Complex.ofReal_im, Complex.one_re, Complex.one_im]
  ring

/-- Coefficients of order two and higher under the recursion for `p`. -/
theorem coeff_step (p q : ℂ[X]) (m : ℕ) : (X * p - (1 - X ^ 2) * q).coeff (m + 2) =
    p.coeff (m + 1) - q.coeff (m + 2) + q.coeff m := by
  rw [show X * p - (1 - X ^ 2) * q = X * p - q + X ^ 2 * q by ring, coeff_add, coeff_sub,
    coeff_X_mul, coeff_X_pow_mul]

/-- For any `d+1` real phases the first row of the sequence is `(p(x), i √(1-x²) q(x))` on
`[-1,1]`, with polynomials of degree at most `d` and below `d`, of opposite definite
parities, and normalised by `|p|² + (1-x²)|q|² = 1`. -/
theorem exists_polynomials (d : ℕ) (φ : Fin (d + 1) → ℝ) :
    ∃ p q : ℂ[X], Admissible d p q ∧ Encodes φ p q := by
  induction d with
  | zero =>
    refine ⟨C (phase (φ 0)), 0, ⟨by simp, by simp, by simp, by simp, ?_⟩, ?_⟩
    · intro x _; simp [norm_phase]
    · intro x _; simp [sequence, zRotation_eq]
  | succ d ih =>
    obtain ⟨p, q, h, he⟩ := ih (fun i => φ i.castSucc)
    have hp := natDegree_le_iff_coeff_eq_zero.1 h.deg_p
    have hq := (degree_lt_iff_coeff_zero q d).1 h.deg_q
    refine ⟨_, _, ⟨?_, ?_, ?_, ?_, ?_⟩, he.step⟩
    -- each degree bound grows by one
    · refine natDegree_le_iff_coeff_eq_zero.2 fun N hN => ?_
      obtain ⟨m, rfl⟩ : ∃ m, N = m + 2 := ⟨N - 2, by omega⟩
      rw [coeff_C_mul, coeff_step, hp (m + 1) (by omega), hq (m + 2) (by omega),
        hq m (by omega)]
      simp
    · refine (degree_lt_iff_coeff_zero _ _).2 fun N hN => ?_
      obtain ⟨m, rfl⟩ : ∃ m, N = m + 1 := ⟨N - 1, by omega⟩
      rw [coeff_C_mul, coeff_add, coeff_X_mul, hp (m + 1) (by omega), hq m (by omega)]
      simp
    -- both parities flip
    · intro z
      simp only [eval_mul, eval_C, eval_sub, eval_X, eval_pow, eval_one, h.parity_p, h.parity_q]
      ring
    · intro z
      simp only [eval_mul, eval_C, eval_add, eval_X, h.parity_p, h.parity_q]
      ring
    -- the normalisation is conserved
    · intro x hx
      simp only [eval_mul, eval_C, eval_sub, eval_add, eval_X, eval_pow, eval_one]
      rw [norm_mul, norm_mul, norm_phase, norm_phase, one_mul, one_mul, norm_step]
      exact h.normalised x hx

/-- With all phases zero the sequence encodes the Chebyshev polynomials `T_d` and `U_{d-1}`. -/
theorem encodes_chebyshev (d : ℕ) : Encodes (fun _ : Fin (d + 1) => (0 : ℝ))
    (Polynomial.Chebyshev.T ℂ d) (Polynomial.Chebyshev.U ℂ ((d : ℤ) - 1)) := by
  have p0 : phase 0 = 1 := by simp [phase]
  induction d with
  | zero => intro x _; simp [sequence, zRotation_eq, p0]
  | succ d ih =>
    have st := Encodes.step (φ := fun _ : Fin (d + 2) => (0 : ℝ)) ih
    simp only [neg_zero, p0, map_one, one_mul] at st
    -- the recursion is the mixed recurrence of the two Chebyshev families
    have e1 := Polynomial.Chebyshev.T_eq_X_mul_T_sub_pol_U ℂ ((d : ℤ) - 1)
    have e2 := Polynomial.Chebyshev.U_eq_X_mul_U_add_T ℂ ((d : ℤ) - 1)
    rw [show (d : ℤ) - 1 + 2 = ((d + 1 : ℕ) : ℤ) by push_cast; ring, sub_add_cancel] at e1
    rw [sub_add_cancel, add_comm] at e2
    rw [e1, show ((d + 1 : ℕ) : ℤ) - 1 = (d : ℤ) by push_cast; ring, e2]
    exact st

end

end QuantumSignalProcessing
```

```lean
#print axioms QuantumSignalProcessing.exists_polynomials
-- 'QuantumSignalProcessing.exists_polynomials' depends on axioms: [propext, Classical.choice, Quot.sound]
#print axioms QuantumSignalProcessing.encodes_chebyshev
-- 'QuantumSignalProcessing.encodes_chebyshev' depends on axioms: [propext, Classical.choice, Quot.sound]
```

## What the Lean statements say about the sequence

In `exists_polynomials`, `φ : Fin (d + 1) → ℝ` is the list of phases, numbered from $0$ to $d$. `zRotation` is the matrix exponential of $i\varphi Z$, and `sequence` appends one signal operator and one rotation on the right at each step. `Encodes φ p q` states the two first-row identities for every $x\in[-1,1]$; `p` and `q` are fixed before $x$ is chosen. `Admissible d p q` collects the degree bounds, parities and normalisation. At $d=0$ its condition on `q` forces $q=0$.

`zRotation_eq` derives the diagonal form of the rotation. `Encodes.step` is the matrix multiplication above; its `linear_combination` call uses $i^2=-1$ and $s^2=1-x^2$. `norm_step` proves the norm identity by expanding into real and imaginary parts. `coeff_step` gives the coefficients needed for the degree bound on $p'$. The induction in `exists_polynomials` combines these, and `encodes_chebyshev` matches the recursion to Mathlib's Chebyshev recurrences.

The result concerns ideal $2\times2$ matrices with one real parameter. The reduction from a block-encoded Hamiltonian to such matrices, gate errors and floating-point rounding are not modelled, and the second row is not described.

## A reflection as the signal operator

The signal could also have been modelled as the reflection

$$R(x)=\begin{pmatrix}x&s\\ s&-x\end{pmatrix},\qquad W=i\,e^{-i\pi Z/4}\,R\,e^{-i\pi Z/4}.$$

For $d\ge1$, the same product written with $R$ has its two end phases lowered by $\pi/4$, its interior phases lowered by $\pi/2$, and a global factor $i^d$ in front. Degrees, parities and normalisation are unchanged, but phases computed for one convention must be converted before they are used in the other.
